# Gamma-centred and half-step-shifted meshes bracket the zero-point energy of the monatomic chain with nearest-neighbour springs

A zero-point energy computed on a single finite mesh of wavenumbers does not by itself show whether it is too high or too low, or by how much. For a chain of equal atoms joined by equal harmonic springs between nearest neighbours, two meshes bracket the converged energy per atom: the one containing q = 0 (Gamma) gives a value below it, and the one shifted by half a step gives a value above it. The difference between the two values bounds the error of each.

```lean
import Mathlib

open Real

namespace MonatomicRingMeshes

noncomputable section
```

## Frequencies, meshes and energies

With the lattice spacing as unit of length and √(K/m) as unit of frequency, the chain has the dispersion

w(q) = 2|sin(q/2)|.

Here K is the stiffness of the spring between neighbours and m the atomic mass. The dispersion is taken as a definition, `freq`, and is not derived from the equations of motion.

```lean
/-- Phonon frequency, in units of `√(K/m)`, at wavenumber `q` of the monatomic chain with atomic
mass `m` and nearest-neighbour springs of stiffness `K`. -/
def freq (q : ℝ) : ℝ := 2 * |sin (q / 2)|
```

A mesh has N ≥ 1 points

q_k = 2π(k+s)/N, k = 0, …, N−1,

where s is the shift in mesh steps: s = 0 is Gamma-centred and s = 1/2 is the half-step shift. `meshAverage` accepts any real function of q.

```lean
/-- Average of `f` over the `N` wavenumbers `2π(k+s)/N`, `k = 0, …, N-1`, for `N ≥ 1`.
The shift `s` is measured in mesh steps. -/
def meshAverage (f : ℝ → ℝ) (N : ℕ) (s : ℝ) : ℝ :=
  (∑ k ∈ Finset.range N, f (2 * π * (k + s) / N)) / N
```

The converged value is an integral over one period of the dispersion.

```lean
/-- Exact average of `f` over one Brillouin zone, `0 ≤ q ≤ 2π`. -/
def zoneAverage (f : ℝ → ℝ) : ℝ := (∫ q in (0 : ℝ)..(2 * π), f q) / (2 * π)
```

Each mode contributes half a quantum, ħ√(K/m) w(q)/2. With one mode per atom, averaging this over q gives the zero-point energy per atom.

```lean
/-- Zero-point energy of the mode `q` for spring constant `K ≥ 0` and atomic mass `m > 0`. -/
def modeEnergy (ħ K m q : ℝ) : ℝ := ħ * √(K / m) / 2 * freq q
```

## The mesh sum in closed form

For any angle x, the product formula gives

2 sin x sin(2x(k+s)) = cos(x(2k+2s−1)) − cos(x(2k+2s+1)).

Summed over k = 0, …, n−1, neighbouring terms cancel and only the two end cosines remain. The Lean proof is an induction on n, with `h1` and `h2` expanding the two cosines of the added term.

```lean
/-- Multiplied by the sine of half the step, a sum of equally spaced sines telescopes. -/
theorem sin_telescope (x s : ℝ) (n : ℕ) :
    sin x * ∑ k ∈ Finset.range n, 2 * sin (2 * x * (k + s))
      = cos (x * (2 * s - 1)) - cos (x * (2 * n + 2 * s - 1)) := by
  induction n with
  | zero => simp
  | succ n ih =>
    rw [Finset.sum_range_succ, mul_add, ih]
    have h1 : cos (x * (2 * n + 2 * s - 1))
        = cos (2 * x * (n + s)) * cos x + sin (2 * x * (n + s)) * sin x := by
      rw [← cos_sub]; congr 1; ring
    have h2 : cos (x * (2 * ((n + 1 : ℕ) : ℝ) + 2 * s - 1))
        = cos (2 * x * (n + s)) * cos x - sin (2 * x * (n + s)) * sin x := by
      rw [← cos_add]; congr 1; push_cast; ring
    linear_combination h2 - h1
```

The angle needed is x = π/(2N), half of the step in q/2. It lies in (0, π/2], so its sine is positive and may be divided by.

```lean
/-- For `N ≥ 1` the angle `π/(2N)` lies in `(0, π/2]` and has a positive sine. -/
theorem half_step_angle {N : ℕ} (hN : 1 ≤ N) :
    0 < π / (2 * N) ∧ π / (2 * N) ≤ π / 2 ∧ 0 < sin (π / (2 * N)) := by
  have hN1 : (1 : ℝ) ≤ N := by exact_mod_cast hN
  have h0 : 0 < π / (2 * N) := by positivity
  have h1 : π / (2 * N) ≤ π / 2 :=
    div_le_div_of_nonneg_left pi_pos.le two_pos (by linarith)
  exact ⟨h0, h1, sin_pos_of_pos_of_lt_pi h0 (by linarith [pi_pos])⟩
```

For 0 ≤ s ≤ 1 every q_k/2 = 2x(k+s) lies between 0 and π, so the absolute value can be removed (`hsum`). Since 2Nx = π, the last cosine is minus the first (`hend`), and

sin x · Σ w(q_k) = 2 cos(x(1−2s)).

Division by N sin x gives the mean for any such shift.

```lean
/-- Mean frequency on an `N`-point mesh, `N ≥ 1`, shifted by any fraction `0 ≤ s ≤ 1`
of a step. -/
theorem meshAverage_freq {N : ℕ} (hN : 1 ≤ N) {s : ℝ} (h0 : 0 ≤ s) (h1 : s ≤ 1) :
    meshAverage freq N s
      = 2 * cos (π * (1 - 2 * s) / (2 * N)) / (N * sin (π / (2 * N))) := by
  have hN' : (0 : ℝ) < N := by exact_mod_cast hN
  obtain ⟨-, -, hsin⟩ := half_step_angle hN
  -- on the mesh the sine is non-negative, so the absolute value can be dropped
  have hsum : ∑ k ∈ Finset.range N, freq (2 * π * (k + s) / N)
      = ∑ k ∈ Finset.range N, 2 * sin (2 * (π / (2 * N)) * (k + s)) := by
    refine Finset.sum_congr rfl fun k hk => ?_
    have hk' : (k : ℝ) + 1 ≤ N := by exact_mod_cast Finset.mem_range.mp hk
    have e : 2 * π * (k + s) / N / 2 = 2 * (π / (2 * N)) * (k + s) := by ring
    have hpos : 0 ≤ 2 * (π / (2 * N)) * (k + s) := by positivity
    have hle : 2 * (π / (2 * N)) * (k + s) ≤ π := by
      have e2 : 2 * (π / (2 * N)) * (k + s) = π * ((k + s) / N) := by ring
      have h : (k + s) / N ≤ 1 := by rw [div_le_one hN']; linarith
      rw [e2]
      exact mul_le_of_le_one_right pi_pos.le h
    unfold freq
    rw [e, abs_of_nonneg (sin_nonneg_of_nonneg_of_le_pi hpos hle)]
  have tel := sin_telescope (π / (2 * N)) s N
  have hz : π / (2 * N) * (2 * N) = π := div_mul_cancel₀ _ (by positivity)
  have hend : cos (π / (2 * N) * (2 * N + 2 * s - 1))
      = -cos (π / (2 * N) * (2 * s - 1)) := by
    rw [← cos_add_pi]; congr 1; linear_combination hz
  have hc : cos (π / (2 * N) * (2 * s - 1)) = cos (π * (1 - 2 * s) / (2 * N)) := by
    rw [← cos_neg]; congr 1; ring
  rw [hend, hc] at tel
  unfold meshAverage
  rw [hsum, div_eq_div_iff hN'.ne' (mul_pos hN' hsin).ne']
  linear_combination (N : ℝ) * tel
```

Setting s = 0 and s = 1/2 gives

Gamma-centred: (2/N) cot(π/(2N))
half-step: 2/(N sin(π/(2N))).

```lean
/-- For `N ≥ 1` the mean frequency is `(2/N) cot(π/(2N))` on the Gamma-centred mesh and
`2/(N sin(π/(2N)))` on the mesh shifted by half a step. -/
theorem gamma_and_shifted {N : ℕ} (hN : 1 ≤ N) :
    meshAverage freq N 0 = 2 / N * cot (π / (2 * N)) ∧
      meshAverage freq N (1 / 2) = 2 / (N * sin (π / (2 * N))) := by
  constructor
  · have e : π * (1 - 2 * 0) / (2 * N) = π / (2 * N) := by ring
    rw [meshAverage_freq hN le_rfl zero_le_one, e, Real.cot_eq_cos_div_sin]
    ring
  · have e : π * (1 - 2 * (1 / 2)) / (2 * N) = 0 := by ring
    rw [meshAverage_freq hN (by norm_num) (by norm_num), e, cos_zero, mul_one]
```

## The exact mean lies between them

An antiderivative of 2 sin(q/2) is −4 cos(q/2), which rises by 8 from q = 0 to q = 2π. Dividing by 2π gives 4/π.

```lean
/-- The exact zone average of the frequency is `4/π`. -/
theorem zoneAverage_freq : zoneAverage freq = 4 / π := by
  have hcongr : ∫ q in (0 : ℝ)..(2 * π), freq q
      = ∫ q in (0 : ℝ)..(2 * π), 2 * sin (q / 2) := by
    refine intervalIntegral.integral_congr fun q hq => ?_
    rw [Set.uIcc_of_le (by positivity)] at hq
    show 2 * |sin (q / 2)| = 2 * sin (q / 2)
    rw [abs_of_nonneg (sin_nonneg_of_nonneg_of_le_pi (by linarith [hq.1])
      (by linarith [hq.2]))]
  have hd : ∀ q ∈ Set.uIcc (0 : ℝ) (2 * π),
      HasDerivAt (fun q : ℝ => -4 * cos (q / 2)) (2 * sin (q / 2)) q := fun q _ =>
    ((((hasDerivAt_id' q).div_const 2).cos).const_mul (-4)).congr_deriv (by ring)
  have hcont : Continuous fun q : ℝ => 2 * sin (q / 2) := by fun_prop
  have e : 2 * π / 2 = π := by ring
  unfold zoneAverage
  rw [hcongr, intervalIntegral.integral_eq_sub_of_hasDerivAt hd
    (hcont.intervalIntegrable _ _), e, zero_div, cos_pi, cos_zero,
    div_eq_div_iff (by positivity) pi_ne_zero]
  ring
```

Substituting N = π/(2x), the two mesh means become

(4/π) · x cos x / sin x and (4/π) · x / sin x.

The bracket is therefore equivalent to x cos x < sin x < x. The right inequality holds for all x > 0. The left one is x < tan x when x < π/2; at N = 1, where x = π/2, it reads 0 < 1. In the code, `generalize` names the angle x, and `nlinarith` finishes after the denominators are cleared.

```lean
/-- For every `N ≥ 1` the Gamma-centred mesh underestimates the exact mean frequency and
the half-step-shifted mesh overestimates it. -/
theorem mesh_bracket {N : ℕ} (hN : 1 ≤ N) :
    meshAverage freq N 0 < zoneAverage freq ∧
      zoneAverage freq < meshAverage freq N (1 / 2) := by
  have hN' : (0 : ℝ) < N := by exact_mod_cast hN
  obtain ⟨hx, hx2, hsin⟩ := half_step_angle hN
  have hz : π / (2 * N) * (2 * N) = π := div_mul_cancel₀ _ (by positivity)
  rw [zoneAverage_freq, (gamma_and_shifted hN).1, (gamma_and_shifted hN).2,
    Real.cot_eq_cos_div_sin]
  generalize π / (2 * (N : ℝ)) = x at *
  constructor
  · -- `x cos x < sin x`, also at the end point `x = π/2` reached for `N = 1`
    have key : x * cos x < sin x := by
      rcases hx2.lt_or_eq with h | h
      · have ht := lt_tan hx h
        rwa [tan_eq_sin_div_cos,
          lt_div_iff₀ (cos_pos_of_mem_Ioo ⟨by linarith, h⟩)] at ht
      · rw [h, cos_pi_div_two, sin_pi_div_two]; norm_num
    have e : 2 / (N : ℝ) * (cos x / sin x) = 2 * cos x / (N * sin x) := by ring
    rw [e, div_lt_div_iff₀ (mul_pos hN' hsin) pi_pos, ← hz]
    nlinarith [mul_lt_mul_of_pos_left key hN']
  · rw [div_lt_div_iff₀ pi_pos (mul_pos hN' hsin), ← hz]
    nlinarith [mul_lt_mul_of_pos_left (sin_lt hx) hN']
```

For N = 2 the Gamma-centred mesh is q = 0, π, with frequencies 0 and 2 and mean 1. The shifted mesh is q = π/2, 3π/2, with both frequencies √2. Indeed 1 < 4/π ≈ 1.273 < √2 ≈ 1.414.

## Other shifts and the width of the bracket

For 0 ≤ s ≤ 1 we have |x(1−2s)| ≤ x, and cosine decreases on [0, π], so

cos x ≤ cos(x(1−2s)) ≤ 1.

Every other shift thus gives a mean between the two special ones, though the theorem does not say on which side of 4/π it falls.

```lean
/-- For `N ≥ 1`, a mesh with any shift `0 ≤ s ≤ 1` gives a mean frequency between the
Gamma-centred and the half-step-shifted values. -/
theorem shift_between {N : ℕ} (hN : 1 ≤ N) {s : ℝ} (h0 : 0 ≤ s) (h1 : s ≤ 1) :
    meshAverage freq N 0 ≤ meshAverage freq N s ∧
      meshAverage freq N s ≤ meshAverage freq N (1 / 2) := by
  have hN' : (0 : ℝ) < N := by exact_mod_cast hN
  obtain ⟨hx, hx2, hsin⟩ := half_step_angle hN
  have hD := (mul_pos hN' hsin).le
  constructor
  · have e : π * (1 - 2 * 0) / (2 * N) = π / (2 * N) := by ring
    have e2 : π * (1 - 2 * s) / (2 * N) = π / (2 * N) * (1 - 2 * s) := by ring
    rw [meshAverage_freq hN le_rfl zero_le_one, meshAverage_freq hN h0 h1, e, e2]
    have habs : |π / (2 * N) * (1 - 2 * s)| ≤ π / (2 * N) := by
      rw [abs_mul, abs_of_pos hx]
      exact mul_le_of_le_one_right hx.le (abs_le.mpr ⟨by linarith, by linarith⟩)
    have hcos := cos_le_cos_of_nonneg_of_le_pi (abs_nonneg _)
      (by linarith [pi_pos]) habs
    rw [cos_abs] at hcos
    exact div_le_div_of_nonneg_right (by linarith) hD
  · rw [(gamma_and_shifted hN).2, meshAverage_freq hN h0 h1]
    exact div_le_div_of_nonneg_right
      (by linarith [cos_le_one (π * (1 - 2 * s) / (2 * N))]) hD
```

Let y = π/(4N). The half-angle identity

(1 − cos 2y)/sin 2y = tan y

turns the difference of the two means into (2/N) tan y. Because y ≤ 1, cos y ≥ 1 − y²/2 ≥ 1/2; with sin y < y this gives tan y ≤ 2y, and the width is at most π/N². For N = 2 the width is tan(π/8) = √2 − 1, as found above.

```lean
/-- For `N ≥ 1` the mean frequency on the half-step-shifted mesh exceeds that on the Gamma-centred
mesh by exactly `(2/N) tan(π/(4N))`, which is at most `π/N²`. -/
theorem bracket_width {N : ℕ} (hN : 1 ≤ N) :
    meshAverage freq N (1 / 2) - meshAverage freq N 0 = 2 / N * tan (π / (4 * N)) ∧
      2 / N * tan (π / (4 * N)) ≤ π / (N : ℝ) ^ 2 := by
  have hN1 : (1 : ℝ) ≤ N := by exact_mod_cast hN
  obtain ⟨-, -, hsin⟩ := half_step_angle hN
  have hy : 0 < π / (4 * N) := by positivity
  have hy1 : π / (4 * N) ≤ 1 := by
    rw [div_le_one (by positivity)]; linarith [pi_le_four]
  have hcos : 1 / 2 ≤ cos (π / (4 * N)) := by
    nlinarith [one_sub_sq_div_two_le_cos (x := π / (4 * N))]
  have hcpos : 0 < cos (π / (4 * N)) := by linarith
  constructor
  · -- half-angle identity
    have key : (1 - cos (π / (2 * N))) / sin (π / (2 * N)) = tan (π / (4 * N)) := by
      have e : π / (2 * N) = 2 * (π / (4 * N)) := by ring
      rw [tan_eq_sin_div_cos, div_eq_div_iff hsin.ne' hcpos.ne', e, sin_two_mul,
        cos_two_mul]
      linear_combination (-2 * cos (π / (4 * N))) * sin_sq_add_cos_sq (π / (4 * N))
    rw [(gamma_and_shifted hN).1, (gamma_and_shifted hN).2,
      Real.cot_eq_cos_div_sin, ← key]
    ring
  · have ht : tan (π / (4 * N)) ≤ 2 * (π / (4 * N)) := by
      rw [tan_eq_sin_div_cos, div_le_iff₀ hcpos]
      nlinarith [sin_lt hy, mul_nonneg hy.le (sub_nonneg.mpr hcos)]
    calc 2 / N * tan (π / (4 * N)) ≤ 2 / N * (2 * (π / (4 * N))) :=
          mul_le_mul_of_nonneg_left ht (by positivity)
      _ = π / (N : ℝ) ^ 2 := by ring
```

## From frequencies to energies

Both averages are linear, so the factor ħ√(K/m)/2 comes out of the sum (`hmesh`) and the integral (`hzone`). It is positive when ħ, K and m are, and multiplying by it preserves the strict inequalities. In a phonon calculation for this one-branch harmonic chain, the two meshes therefore give guaranteed lower and upper bounds on the zero-point energy per atom; chains with longer-ranged springs or several atoms per cell would need their own argument.

```lean
/-- For positive `ħ`, spring constant and mass, and `N ≥ 1`, the converged zero-point energy
per atom lies strictly between its Gamma-centred and half-step-shifted mesh values. -/
theorem zeroPoint_bracket {ħ K m : ℝ} (hħ : 0 < ħ) (hK : 0 < K) (hm : 0 < m)
    {N : ℕ} (hN : 1 ≤ N) :
    meshAverage (modeEnergy ħ K m) N 0 < zoneAverage (modeEnergy ħ K m) ∧
      zoneAverage (modeEnergy ħ K m) < meshAverage (modeEnergy ħ K m) N (1 / 2) := by
  have hc : 0 < ħ * √(K / m) / 2 := by positivity
  -- both averages are linear in the mode energy
  have hmesh : ∀ s, meshAverage (modeEnergy ħ K m) N s
      = ħ * √(K / m) / 2 * meshAverage freq N s := fun s => by
    simp only [meshAverage, modeEnergy, ← Finset.mul_sum]
    ring
  have hzone : zoneAverage (modeEnergy ħ K m)
      = ħ * √(K / m) / 2 * zoneAverage freq := by
    simp only [zoneAverage, modeEnergy, intervalIntegral.integral_const_mul]
    ring
  rw [hmesh, hmesh, hzone]
  exact ⟨mul_lt_mul_of_pos_left (mesh_bracket hN).1 hc,
    mul_lt_mul_of_pos_left (mesh_bracket hN).2 hc⟩

end

end MonatomicRingMeshes
```

```lean
#print axioms MonatomicRingMeshes.shift_between
#print axioms MonatomicRingMeshes.bracket_width
#print axioms MonatomicRingMeshes.zeroPoint_bracket
```

```
'MonatomicRingMeshes.shift_between' depends on axioms: [propext, Classical.choice, Quot.sound]
'MonatomicRingMeshes.bracket_width' depends on axioms: [propext, Classical.choice, Quot.sound]
'MonatomicRingMeshes.zeroPoint_bracket' depends on axioms: [propext, Classical.choice, Quot.sound]
```
